# A norm-one observable on a two-level system with error exactly 2√(e/g) in a real trial state of excess energy e above the ground state, where g is the gap

A two-level system has Hamiltonian diag(0, g) with g > 0, so its ground state is (1, 0) with energy zero, and the trial vector (c, s) is real and normalised, with s ≥ 0. The lemma states that the trial energy is e = g s², and that the observable with rows (−s, c) and (c, s) is self-adjoint, has operator norm one, and has expectation values in the trial and ground states that differ in absolute value by exactly 2√(e/g). The proof writes expectation values out in matrix entries and finds that the difference is 2s. For the norm, it shows that the observable is self-adjoint and squares to the identity, then uses the C*-identity.

The failing Lean file:

```lean
import Mathlib

open scoped ComplexConjugate

namespace PropertyErrorSharp

noncomputable section

variable {V : Type*} [NormedAddCommGroup V] [InnerProductSpace ℂ V]

/-- The expectation value `⟨φ, A φ⟩` of an operator `A` in the vector `φ`. -/
def expect (A : V →L[ℂ] V) (φ : V) : ℂ := inner ℂ φ (A φ)

/-- The operator on a two-level system given by a complex 2 by 2 matrix. -/
def qubitOp (M : Matrix (Fin 2) (Fin 2) ℂ) :
    EuclideanSpace ℂ (Fin 2) →L[ℂ] EuclideanSpace ℂ (Fin 2) :=
  Matrix.toEuclideanCLM (n := Fin 2) (𝕜 := ℂ) M

/-- For `diag(0, g)` with `g > 0` and the unit trial vector `(c, s)`, `s ≥ 0`, of energy
`g s²`, a Hermitian observable of norm one has error exactly `2 √(e / g)` with `e = g s²`. -/
theorem property_error_sharp {g c s : ℝ} (hg : 0 < g) (hs : 0 ≤ s) (h : c ^ 2 + s ^ 2 = 1) :
    ‖(!₂[(c : ℂ), (s : ℂ)] : EuclideanSpace ℂ (Fin 2))‖ = 1 ∧
    expect (qubitOp !![0, 0; 0, (g : ℂ)]) !₂[(c : ℂ), (s : ℂ)] = ((0 + g * s ^ 2 : ℝ) : ℂ) ∧
    IsSelfAdjoint (qubitOp !![-(s : ℂ), c; c, s]) ∧ ‖qubitOp !![-(s : ℂ), c; c, s]‖ = 1 ∧
    ‖expect (qubitOp !![-(s : ℂ), c; c, s]) !₂[(c : ℂ), (s : ℂ)]
      - expect (qubitOp !![-(s : ℂ), c; c, s]) !₂[1, 0]‖ = 2 * √(g * s ^ 2 / g) := by
  have hC : (c : ℂ) ^ 2 + (s : ℂ) ^ 2 = 1 := by exact_mod_cast h
  have ex : ∀ (M : Matrix (Fin 2) (Fin 2) ℂ) (x y : ℂ), expect (qubitOp M) !₂[x, y] =
      conj x * (M 0 0 * x + M 0 1 * y) + conj y * (M 1 0 * x + M 1 1 * y) := by
    intro M x y
    have ap : ∀ i, (qubitOp M !₂[x, y]) i = M i 0 * x + M i 1 * y := by
      intro i
      change (Matrix.mulVec M ![x, y]) i = _
      simp [Matrix.mulVec, dotProduct, Fin.sum_univ_two]
    simp only [expect, PiLp.inner_apply, Fin.sum_univ_two, RCLike.inner_apply, ap]
    simp
    ring
  have hsa : star (qubitOp !![-(s : ℂ), c; c, s]) = qubitOp !![-(s : ℂ), c; c, s] := by
    unfold qubitOp
    rw [← map_star]
    congr 1
    ext i j
    fin_cases i <;> fin_cases j <;> simp [Matrix.star_eq_conjTranspose]
  -- the observable squares to the identity
  have hsq : qubitOp !![-(s : ℂ), c; c, s] * qubitOp !![-(s : ℂ), c; c, s] = 1 := by
    have hM : (!![-(s : ℂ), c; c, s] : Matrix (Fin 2) (Fin 2) ℂ) * !![-(s : ℂ), c; c, s]
        = 1 := by
      rw [Matrix.mul_fin_two, Matrix.one_fin_two]
      congr 1
      ext i j
      fin_cases i <;> fin_cases j <;> simp <;> linear_combination hC
    unfold qubitOp
    rw [← map_mul, hM, map_one]
  have hno : ‖qubitOp !![-(s : ℂ), c; c, s]‖ = 1 := by
    have h1 := CStarRing.norm_star_mul_self (x := qubitOp !![-(s : ℂ), c; c, s])
    rw [hsa, hsq, norm_one] at h1
    nlinarith [norm_nonneg (qubitOp !![-(s : ℂ), c; c, s])]
  refine ⟨?_, ?_, hsa, hno, ?_⟩
  · simp [EuclideanSpace.norm_eq, Fin.sum_univ_two, h]
  · rw [ex]
    simp
    ring
  · have hd : expect (qubitOp !![-(s : ℂ), c; c, s]) !₂[(c : ℂ), (s : ℂ)]
        - expect (qubitOp !![-(s : ℂ), c; c, s]) !₂[1, 0] = ((2 * s : ℝ) : ℂ) := by
      rw [ex, ex]
      simp
      linear_combination (s : ℂ) * hC
    rw [hd, Complex.norm_real, Real.norm_of_nonneg (by positivity),
      mul_div_cancel_left₀ _ hg.ne', Real.sqrt_sq hs]

end

end PropertyErrorSharp
```

Messages:

```
Main.lean:51:47: error: ring failed, ring expressions not equal
g c s : ℝ
hg : 0 < g
hs : 0 ≤ s
h : c ^ 2 + s ^ 2 = 1
hC : ↑c ^ 2 + ↑s ^ 2 = 1
ex :
  ∀ (M : Matrix (Fin 2) (Fin 2) ℂ) (x y : ℂ),
    expect (qubitOp M) !₂[x, y] =
      (starRingEnd ℂ) x * (M 0 0 * x + M 0 1 * y) + (starRingEnd ℂ) y * (M 1 0 * x + M 1 1 * y)
hsa : star (qubitOp !![-↑s, ↑c; ↑c, ↑s]) = qubitOp !![-↑s, ↑c; ↑c, ↑s]
⊢ 1 - ↑s ^ 2 - ↑c ^ 2 = 0
Main.lean:51:47: error: ring failed, ring expressions not equal
g c s : ℝ
hg : 0 < g
hs : 0 ≤ s
h : c ^ 2 + s ^ 2 = 1
hC : ↑c ^ 2 + ↑s ^ 2 = 1
ex :
  ∀ (M : Matrix (Fin 2) (Fin 2) ℂ) (x y : ℂ),
    expect (qubitOp M) !₂[x, y] =
      (starRingEnd ℂ) x * (M 0 0 * x + M 0 1 * y) + (starRingEnd ℂ) y * (M 1 0 * x + M 1 1 * y)
hsa : star (qubitOp !![-↑s, ↑c; ↑c, ↑s]) = qubitOp !![-↑s, ↑c; ↑c, ↑s]
⊢ 1 - ↑c ^ 2 - ↑s ^ 2 = 0
Main.lean:43:42: warning: This simp argument is unused:
  Matrix.star_eq_conjTranspose

Hint: Omit it from the simp argument list.
  [apply] simp

Note: This linter can be disabled with `set_option linter.unusedSimpArgs false`
```

Both errors arise in the proof of `hM`, where the square of the observable's matrix is compared with the identity entry by entry. The chain `simp <;> linear_combination hC` uses the normalisation `hC`, that is c² + s² = 1, on every goal left by `simp`. This suits the diagonal entries, which are c² + s². The off-diagonal entries, however, are −sc + cs and its mirror image, which vanish by commutativity alone. There `linear_combination hC` subtracts c² + s² − 1 from an equation that already balances, and `ring` is left with 1 − c² − s² = 0, which it cannot prove since it doesn't use hypotheses.

The repair treats the four entries separately: the diagonal ones keep `linear_combination hC`, and the off-diagonal ones are closed by `ring` after `simp`.

The warning says only that `simp` didn't need `Matrix.star_eq_conjTranspose` in the proof of `hsa`; removing it is mere tidying.

After these edits no error is left:

```diff
@@ -41,5 +41,5 @@
     congr 1
     ext i j
-    fin_cases i <;> fin_cases j <;> simp [Matrix.star_eq_conjTranspose]
+    fin_cases i <;> fin_cases j <;> simp
   -- the observable squares to the identity
   have hsq : qubitOp !![-(s : ℂ), c; c, s] * qubitOp !![-(s : ℂ), c; c, s] = 1 := by
@@ -49,5 +49,13 @@
       congr 1
       ext i j
-      fin_cases i <;> fin_cases j <;> simp <;> linear_combination hC
+      fin_cases i <;> fin_cases j
+      · simp
+        linear_combination hC
+      · simp
+        ring
+      · simp
+        ring
+      · simp
+        linear_combination hC
     unfold qubitOp
     rw [← map_mul, hM, map_one]
```
